# Replacing a matrix's rows outside a set of sites by identity rows gives a determinant equal to the principal minor on that set

Let `M` be any complex matrix indexed by a finite set of sites, and replace each row outside a subset `S` by the corresponding row of the identity. The lemma says that the determinant of the new matrix is the principal minor of `M` on `S`, the determinant of `M` with rows and columns restricted to `S`. For free fermions in a Gaussian state of definite particle number, with `M` the matrix of correlations ⟨c_i† c_j⟩, this minor is the probability that every site of `S` is occupied, but the lemma itself assumes nothing about `M`. The attempt treats the new matrix as block triangular, with the restricted `M` as one diagonal block and an identity matrix as the other, so that the determinant is the product of the two blocks' determinants.

Lean 4 with Mathlib refuses this proof:

```lean
import Mathlib

open Matrix
open scoped ComplexOrder

namespace DeterminantalProcess

noncomputable section

variable {n : Type*} [Fintype n] [DecidableEq n]

/-- The principal minor `det (M_S)`: rows and columns are restricted to the sites in `S`. -/
def principalMinor (M : Matrix n n ℂ) (S : Finset n) : ℂ :=
  (M.submatrix (fun i : {i // i ∈ S} => (i : n)) (fun i : {i // i ∈ S} => (i : n))).det

/-- The matrix `M` with all rows outside `S` replaced by rows of the identity. -/
def frozen (M : Matrix n n ℂ) (S : Finset n) : Matrix n n ℂ :=
  Matrix.of fun i j => if i ∈ S then M i j else (1 : Matrix n n ℂ) i j

/-- Replacing the rows outside `S` by identity rows leaves the principal minor on `S`. -/
theorem det_frozen (M : Matrix n n ℂ) (S : Finset n) :
    (frozen M S).det = principalMinor M S := by
  have h1 : toSquareBlockProp (frozen M S) (fun i => i ∈ S) =
      M.submatrix (fun i : {i // i ∈ S} => (i : n)) (fun i : {i // i ∈ S} => (i : n)) := by
    ext i j
    have hi : (i : n) ∈ S := i.2
    change (if (i : n) ∈ S then M i j else (1 : Matrix n n ℂ) i j) = M i j
    rw [if_pos hi]
  have h2 : toSquareBlockProp (frozen M S) (fun i => ¬ i ∈ S) = 1 := by
    ext i j
    have hi : (i : n) ∉ S := i.2
    change (if (i : n) ∈ S then M i j else (1 : Matrix n n ℂ) i j) = _
    rw [if_neg hi]
    simp [one_apply, Subtype.ext_iff]
  -- the matrix is block triangular with an identity block outside `S`
  rw [Matrix.twoBlockTriangular_det (frozen M S) (fun i => i ∈ S), h1, h2, det_one, mul_one,
    principalMinor]
  all_goals try congr!
  intro i hi j hj
  have hi' : i ∉ S := hi
  have hij : i ≠ j := by
    rintro rfl
    exact hi hj
  simp [frozen, hi', hij]

end

end DeterminantalProcess
```

Messages:

```
Main.lean:39:8: error: Tactic `introN` failed: There are no additional binders or `let` bindings in the goal to introduce

n : Type u_1
inst✝¹ : Fintype n
inst✝ : DecidableEq n
M : Matrix n n ℂ
S : Finset n
h1 : ((frozen M S).toSquareBlockProp fun i => i ∈ S) = M.submatrix (fun i => ↑i) fun i => ↑i
h2 : ((frozen M S).toSquareBlockProp fun i => i ∉ S) = 1
i✝ : n
a✝¹ : i✝ ∉ S
j✝ : n
a✝ : j✝ ∈ S
⊢ frozen M S i✝ j✝ = 0
```

Diagnosis. The message says that `intro` found nothing left to introduce. `Matrix.twoBlockTriangular_det` needs a proof that the entries with row outside `S` and column inside `S` vanish. The attempt did not supply one, so `rw` left it as a side goal, a statement about all such `i` and `j`. Then `all_goals try congr!` ran on that goal too, and `congr!` introduced its variables and hypotheses itself. They appear in the message with daggers, which mark names the proof cannot refer to directly. Only the bare equation `frozen M S i✝ j✝ = 0` remained, so `intro i hi j hj` failed.

The repair proves the vanishing first, as `h3`, where `intro` still has binders to name, and passes it to the lemma. The rewrite then leaves no such side goal for `congr!` to disturb. Dropping `hi'`, which only restated `hi`, and dropping `try` are tidying.

The mended proof, as a diff:

```diff
@@ -34,13 +34,13 @@
     simp [one_apply, Subtype.ext_iff]
   -- the matrix is block triangular with an identity block outside `S`
-  rw [Matrix.twoBlockTriangular_det (frozen M S) (fun i => i ∈ S), h1, h2, det_one, mul_one,
-    principalMinor]
-  all_goals try congr!
-  intro i hi j hj
-  have hi' : i ∉ S := hi
-  have hij : i ≠ j := by
-    rintro rfl
-    exact hi hj
-  simp [frozen, hi', hij]
+  have h3 : ∀ i, ¬ i ∈ S → ∀ j, j ∈ S → frozen M S i j = 0 := by
+    intro i hi j hj
+    have hij : i ≠ j := by
+      rintro rfl
+      exact hi hj
+    simp [frozen, hi, hij]
+  rw [Matrix.twoBlockTriangular_det (frozen M S) (fun i => i ∈ S) h3, h1, h2, det_one,
+    mul_one, principalMinor]
+  all_goals congr!
 
 end
```
